# Transverse curvature of the Luttinger hole bands on a cube axis, and when the heavy-hole curvature is negative

Take the heavy-hole energy of the bulk four-band Luttinger model with parameters $\gamma_1,\gamma_2,\gamma_3$, counted positive downward from the top of the valence band and in units of $\hbar^2/2m_0$ with $m_0$ the free-electron mass, at a wavevector $(\kappa,0,0)$ on a cube axis with $\kappa\neq0$. For $\gamma_2>0$ its second derivative in any direction perpendicular to the axis is $2(\gamma_1+\gamma_2-3\gamma_3^2/\gamma_2)$, which is negative exactly when $3\gamma_3^2>\gamma_2(\gamma_1+\gamma_2)$.

```lean
import Mathlib

open Filter Topology

namespace LuttingerTransverseCurvature

noncomputable section

/-- The warping radicand `γ₂² k⁴ + 3(γ₃² - γ₂²)(kx²ky² + ky²kz² + kz²kx²)` of the
Luttinger hole bands. -/
def disc (g2 g3 kx ky kz : ℝ) : ℝ :=
  g2 ^ 2 * (kx ^ 2 + ky ^ 2 + kz ^ 2) ^ 2
    + 3 * (g3 ^ 2 - g2 ^ 2) * (kx ^ 2 * ky ^ 2 + ky ^ 2 * kz ^ 2 + kz ^ 2 * kx ^ 2)

/-- Heavy-hole energy `γ₁ k² - 2 √disc` in units of `ħ²/2m₀`. -/
def heavyHole (g1 g2 g3 kx ky kz : ℝ) : ℝ :=
  g1 * (kx ^ 2 + ky ^ 2 + kz ^ 2) - 2 * √(disc g2 g3 kx ky kz)

/-- Light-hole energy `γ₁ k² + 2 √disc` in units of `ħ²/2m₀`. -/
def lightHole (g1 g2 g3 kx ky kz : ℝ) : ℝ :=
  g1 * (kx ^ 2 + ky ^ 2 + kz ^ 2) + 2 * √(disc g2 g3 kx ky kz)

/-- `F` is differentiable near `t = 0`, has `F'(0) = 0`, and has second derivative
`F''(0) = c`. -/
def StationaryCurv (F : ℝ → ℝ) (c : ℝ) : Prop :=
  (∀ᶠ t in 𝓝 (0 : ℝ), DifferentiableAt ℝ F t) ∧ deriv F 0 = 0 ∧ HasDerivAt (deriv F) c 0

/-- For `a > 0` the dispersion `A + B t² + s √(a² + b t² + c t⁴)` is stationary at `t = 0`
with second derivative `2B + s b / a`. -/
theorem sqrt_band_curvature (F : ℝ → ℝ) (A B s a b c : ℝ) (ha : 0 < a)
    (hF : ∀ t, F t = A + B * t ^ 2 + s * √(a ^ 2 + b * t ^ 2 + c * t ^ 4)) :
    StationaryCurv F (2 * B + s * b / a) := by
  obtain rfl : F = fun t => A + B * t ^ 2 + s * √(a ^ 2 + b * t ^ 2 + c * t ^ 4) :=
    funext hF
  have h2 : ∀ t : ℝ, HasDerivAt (fun t : ℝ => t ^ 2) (2 * t) t := fun t => by
    simpa using hasDerivAt_pow 2 t
  have h4 : ∀ t : ℝ, HasDerivAt (fun t : ℝ => t ^ 4) (4 * t ^ 3) t := fun t => by
    simpa using hasDerivAt_pow 4 t
  have h3 : HasDerivAt (fun t : ℝ => t ^ 3) 0 0 := by
    simpa using hasDerivAt_pow 3 (0 : ℝ)
  have hp : ∀ t : ℝ, HasDerivAt (fun t : ℝ => a ^ 2 + b * t ^ 2 + c * t ^ 4)
      (2 * b * t + 4 * c * t ^ 3) t := fun t =>
    ((((h2 t).const_mul b).const_add (a ^ 2)).fun_add ((h4 t).const_mul c)).congr_deriv
      (by ring)
  -- the radicand stays positive near t = 0
  have e0 : a ^ 2 + b * (0 : ℝ) ^ 2 + c * (0 : ℝ) ^ 4 = a ^ 2 := by ring
  have h0 : 0 < a ^ 2 + b * (0 : ℝ) ^ 2 + c * (0 : ℝ) ^ 4 := by
    rw [e0]; exact pow_pos ha 2
  have hc : Continuous (fun t : ℝ => a ^ 2 + b * t ^ 2 + c * t ^ 4) := by fun_prop
  have hpos : ∀ᶠ t in 𝓝 (0 : ℝ), 0 < a ^ 2 + b * t ^ 2 + c * t ^ 4 :=
    ContinuousAt.eventually_lt (f := fun _ => (0 : ℝ)) continuousAt_const hc.continuousAt h0
  -- first derivative wherever the radicand is positive
  have hd : ∀ t : ℝ, 0 < a ^ 2 + b * t ^ 2 + c * t ^ 4 →
      HasDerivAt (fun t : ℝ => A + B * t ^ 2 + s * √(a ^ 2 + b * t ^ 2 + c * t ^ 4))
        (2 * B * t + s * ((2 * b * t + 4 * c * t ^ 3)
          / (2 * √(a ^ 2 + b * t ^ 2 + c * t ^ 4)))) t := fun t ht =>
    ((((h2 t).const_mul B).const_add A).fun_add
      (((hp t).sqrt ht.ne').const_mul s)).congr_deriv (by ring)
  have hs : √(a ^ 2 + b * (0 : ℝ) ^ 2 + c * (0 : ℝ) ^ 4) = a := by
    rw [e0]; exact Real.sqrt_sq ha.le
  refine ⟨hpos.mono fun t ht => (hd t ht).differentiableAt, ?_, ?_⟩
  · rw [(hd 0 h0).deriv]; simp
  · -- differentiate the quotient once more at t = 0
    have hN : HasDerivAt (fun t : ℝ => 2 * b * t + 4 * c * t ^ 3) (2 * b) 0 :=
      (((hasDerivAt_id' (0 : ℝ)).const_mul (2 * b)).fun_add
        (h3.const_mul (4 * c))).congr_deriv (by ring)
    have hD : HasDerivAt (fun t : ℝ => 2 * √(a ^ 2 + b * t ^ 2 + c * t ^ 4)) 0 0 :=
      (((hp 0).sqrt h0.ne').const_mul 2).congr_deriv (by simp)
    have hD0 : 2 * √(a ^ 2 + b * (0 : ℝ) ^ 2 + c * (0 : ℝ) ^ 4) ≠ 0 := by
      rw [hs]; positivity
    have hG : HasDerivAt (fun t : ℝ => 2 * B * t + s * ((2 * b * t + 4 * c * t ^ 3)
        / (2 * √(a ^ 2 + b * t ^ 2 + c * t ^ 4)))) (2 * B + s * b / a) 0 := by
      refine (((hasDerivAt_id' (0 : ℝ)).const_mul (2 * B)).fun_add
        ((hN.fun_div hD hD0).const_mul s)).congr_deriv ?_
      have ha' : a ≠ 0 := ha.ne'
      simp only [hs]
      field_simp
      ring1
    exact hG.congr_of_eventuallyEq (hpos.mono fun t ht => (hd t ht).deriv)

/-- On the line `k = (κ, t u, t v)` with `u² + v² = 1` the radicand is a biquadratic in `t`
with constant term `(γ₂ κ²)²` and `t²` coefficient `(3γ₃² - γ₂²) κ²`. -/
theorem disc_transverse (g2 g3 κ u v t : ℝ) (huv : u ^ 2 + v ^ 2 = 1) :
    disc g2 g3 κ (t * u) (t * v)
      = (g2 * κ ^ 2) ^ 2 + (3 * g3 ^ 2 - g2 ^ 2) * κ ^ 2 * t ^ 2
        + (g2 ^ 2 + 3 * (g3 ^ 2 - g2 ^ 2) * u ^ 2 * v ^ 2) * t ^ 4 := by
  unfold disc
  linear_combination (g2 ^ 2 * (2 * κ ^ 2 * t ^ 2 + t ^ 4 * (u ^ 2 + v ^ 2 + 1))
    + 3 * (g3 ^ 2 - g2 ^ 2) * κ ^ 2 * t ^ 2) * huv

/-- For `γ₂ > 0`, `κ ≠ 0` and any unit transverse direction `(u, v)`, the heavy-hole energy
along `(κ, t u, t v)` is stationary at `t = 0` with curvature `2(γ₁ + γ₂ - 3γ₃²/γ₂)`. -/
theorem heavy_transverse_curvature (g1 g2 g3 κ u v : ℝ) (hg : 0 < g2) (hκ : κ ≠ 0)
    (huv : u ^ 2 + v ^ 2 = 1) :
    StationaryCurv (fun t => heavyHole g1 g2 g3 κ (t * u) (t * v))
      (2 * (g1 + g2 - 3 * g3 ^ 2 / g2)) := by
  have h := sqrt_band_curvature (fun t => heavyHole g1 g2 g3 κ (t * u) (t * v))
    (g1 * κ ^ 2) g1 (-2) (g2 * κ ^ 2) ((3 * g3 ^ 2 - g2 ^ 2) * κ ^ 2)
    (g2 ^ 2 + 3 * (g3 ^ 2 - g2 ^ 2) * u ^ 2 * v ^ 2) (by positivity) (fun t => by
      simp only [heavyHole, disc_transverse g2 g3 κ u v t huv]
      linear_combination g1 * t ^ 2 * huv)
  have hg' : g2 ≠ 0 := hg.ne'
  have e : 2 * g1 + -2 * ((3 * g3 ^ 2 - g2 ^ 2) * κ ^ 2) / (g2 * κ ^ 2)
      = 2 * (g1 + g2 - 3 * g3 ^ 2 / g2) := by
    field_simp
    ring
  rwa [e] at h

/-- Under the same conditions the light-hole energy is stationary at `t = 0` with curvature
`2(γ₁ - γ₂ + 3γ₃²/γ₂)`. -/
theorem light_transverse_curvature (g1 g2 g3 κ u v : ℝ) (hg : 0 < g2) (hκ : κ ≠ 0)
    (huv : u ^ 2 + v ^ 2 = 1) :
    StationaryCurv (fun t => lightHole g1 g2 g3 κ (t * u) (t * v))
      (2 * (g1 - g2 + 3 * g3 ^ 2 / g2)) := by
  have h := sqrt_band_curvature (fun t => lightHole g1 g2 g3 κ (t * u) (t * v))
    (g1 * κ ^ 2) g1 2 (g2 * κ ^ 2) ((3 * g3 ^ 2 - g2 ^ 2) * κ ^ 2)
    (g2 ^ 2 + 3 * (g3 ^ 2 - g2 ^ 2) * u ^ 2 * v ^ 2) (by positivity) (fun t => by
      simp only [lightHole, disc_transverse g2 g3 κ u v t huv]
      linear_combination g1 * t ^ 2 * huv)
  have hg' : g2 ≠ 0 := hg.ne'
  have e : 2 * g1 + 2 * ((3 * g3 ^ 2 - g2 ^ 2) * κ ^ 2) / (g2 * κ ^ 2)
      = 2 * (g1 - g2 + 3 * g3 ^ 2 / g2) := by
    field_simp
    ring
  rwa [e] at h

/-- For `γ₂ > 0`, `κ ≠ 0` and `u² + v² = 1`, the second derivative of the heavy-hole energy along
`(κ, t u, t v)` at `t = 0` is negative exactly when `3γ₃² > γ₂(γ₁ + γ₂)`, and positive exactly when
`3γ₃² < γ₂(γ₁ + γ₂)`. -/
theorem heavy_curvature_sign (g1 g2 g3 κ u v : ℝ) (hg : 0 < g2) (hκ : κ ≠ 0)
    (huv : u ^ 2 + v ^ 2 = 1) :
    (deriv (deriv fun t => heavyHole g1 g2 g3 κ (t * u) (t * v)) 0 < 0
        ↔ g2 * (g1 + g2) < 3 * g3 ^ 2) ∧
    (0 < deriv (deriv fun t => heavyHole g1 g2 g3 κ (t * u) (t * v)) 0
        ↔ 3 * g3 ^ 2 < g2 * (g1 + g2)) := by
  rw [(heavy_transverse_curvature g1 g2 g3 κ u v hg hκ huv).2.2.deriv]
  have h1 : g1 + g2 < 3 * g3 ^ 2 / g2 ↔ (g1 + g2) * g2 < 3 * g3 ^ 2 := lt_div_iff₀ hg
  have h2 : 3 * g3 ^ 2 / g2 < g1 + g2 ↔ 3 * g3 ^ 2 < (g1 + g2) * g2 := div_lt_iff₀ hg
  rw [mul_comm g2, ← h1, ← h2]
  refine ⟨⟨fun h => ?_, fun h => ?_⟩, ⟨fun h => ?_, fun h => ?_⟩⟩ <;> linarith

/-- For `γ₂ > 0`, along `k = (1, t, 0)` the heavy-hole energy `E(t) = γ₁(1+t²) - 2√(γ₂²(1+t²)² +
3(γ₃²-γ₂²)t²)` has `E'(0) = 0` and `E''(0) = 2(γ₁ + γ₂ - 3γ₃²/γ₂)`, which is negative iff `3γ₃² >
γ₂(γ₁ + γ₂)`. -/
theorem heavy_curvature_in_plane (g1 g2 g3 : ℝ) (hg : 0 < g2) (E : ℝ → ℝ)
    (hE : ∀ t, E t = g1 * (1 + t ^ 2)
      - 2 * √(g2 ^ 2 * (1 + t ^ 2) ^ 2 + 3 * (g3 ^ 2 - g2 ^ 2) * t ^ 2)) :
    StationaryCurv E (2 * (g1 + g2 - 3 * g3 ^ 2 / g2)) ∧
      (deriv (deriv E) 0 < 0 ↔ g2 * (g1 + g2) < 3 * g3 ^ 2) := by
  have hEq : E = fun t => heavyHole g1 g2 g3 1 (t * 1) (t * 0) := by
    funext t
    have hD : disc g2 g3 1 (t * 1) (t * 0)
        = g2 ^ 2 * (1 + t ^ 2) ^ 2 + 3 * (g3 ^ 2 - g2 ^ 2) * t ^ 2 := by
      unfold disc
      ring
    rw [hE t]
    unfold heavyHole
    rw [hD]
    ring
  rw [hEq]
  exact ⟨heavy_transverse_curvature g1 g2 g3 1 1 0 hg one_ne_zero (by norm_num),
    (heavy_curvature_sign g1 g2 g3 1 1 0 hg one_ne_zero (by norm_num)).1⟩

/-- For `γ₂ > 0`, `κ ≠ 0` and `u² + v² = 1`, along the transverse line `(κ, t u, t v)` the
heavy-hole energy has a local maximum at `t = 0` if `3γ₃² > γ₂(γ₁ + γ₂)` and a local minimum if
`3γ₃² < γ₂(γ₁ + γ₂)`. -/
theorem heavy_local_extremum (g1 g2 g3 κ u v : ℝ) (hg : 0 < g2) (hκ : κ ≠ 0)
    (huv : u ^ 2 + v ^ 2 = 1) :
    (g2 * (g1 + g2) < 3 * g3 ^ 2 →
      IsLocalMax (fun t => heavyHole g1 g2 g3 κ (t * u) (t * v)) 0) ∧
    (3 * g3 ^ 2 < g2 * (g1 + g2) →
      IsLocalMin (fun t => heavyHole g1 g2 g3 κ (t * u) (t * v)) 0) := by
  obtain ⟨hd, h0, -⟩ := heavy_transverse_curvature g1 g2 g3 κ u v hg hκ huv
  obtain ⟨hn, hp⟩ := heavy_curvature_sign g1 g2 g3 κ u v hg hκ huv
  -- second-derivative test
  exact ⟨fun h => isLocalMax_of_deriv_deriv_neg (hn.2 h) h0 hd.self_of_nhds.continuousAt,
    fun h => isLocalMin_of_deriv_deriv_pos (hp.2 h) h0 hd.self_of_nhds.continuousAt⟩

/-- For `γ₁ = 6.98`, `γ₂ = 2.06`, `γ₃ = 2.93` the heavy-hole energy along every transverse line `(κ,
t u, t v)` with `κ ≠ 0` and `u² + v² = 1` has a local maximum at `t = 0`. -/
theorem heavy_local_max_numeric (κ u v : ℝ) (hκ : κ ≠ 0) (huv : u ^ 2 + v ^ 2 = 1) :
    IsLocalMax (fun t => heavyHole 6.98 2.06 2.93 κ (t * u) (t * v)) 0 :=
  (heavy_local_extremum 6.98 2.06 2.93 κ u v (by norm_num) hκ huv).1 (by norm_num)

end

end LuttingerTransverseCurvature
```

```lean
#print axioms LuttingerTransverseCurvature.heavy_transverse_curvature
-- 'LuttingerTransverseCurvature.heavy_transverse_curvature' depends on axioms: [propext, Classical.choice, Quot.sound]
#print axioms LuttingerTransverseCurvature.light_transverse_curvature
-- 'LuttingerTransverseCurvature.light_transverse_curvature' depends on axioms: [propext, Classical.choice, Quot.sound]
#print axioms LuttingerTransverseCurvature.heavy_curvature_in_plane
-- 'LuttingerTransverseCurvature.heavy_curvature_in_plane' depends on axioms: [propext, Classical.choice, Quot.sound]
#print axioms LuttingerTransverseCurvature.heavy_local_max_numeric
-- 'LuttingerTransverseCurvature.heavy_local_max_numeric' depends on axioms: [propext, Classical.choice, Quot.sound]
```

## The bands and the statements about them

The real numbers `g1`, `g2`, `g3` are $\gamma_1,\gamma_2,\gamma_3$, and `kx`, `ky`, `kz` are the components of the wavevector $\mathbf k$ along the cube axes, with $k^2=k_x^2+k_y^2+k_z^2$. The definition `disc` is the radicand

$$D(\mathbf k)=\gamma_2^2k^4+3(\gamma_3^2-\gamma_2^2)\,(k_x^2k_y^2+k_y^2k_z^2+k_z^2k_x^2),$$

and `heavyHole` and `lightHole` are $E_{\rm hh}=\gamma_1k^2-2\sqrt D$ and $E_{\rm lh}=\gamma_1k^2+2\sqrt D$. All theorems about the bands restrict them to a line $\mathbf k(t)=(\kappa,tu,tv)$. The hypothesis `huv` is $u^2+v^2=1$, so $(u,v)$ is a unit vector in the $yz$ plane and $|t|$ is the distance from the $x$ axis; `hκ` is $\kappa\neq0$ and `hg` is $\gamma_2>0$. No condition is placed on $\gamma_1$ or $\gamma_3$.

`StationaryCurv F c` says three things about a real function $F$: it is differentiable at all $t$ in some neighbourhood of $0$, $F'(0)=0$, and $F'$ is differentiable at $0$ with derivative $c$. Lean's `deriv` returns $0$ where no derivative exists, and the first and third clauses ensure that the values here are true derivatives.

With these conventions the theorems read as follows.

- `heavy_transverse_curvature` and `light_transverse_curvature`: both bands are stationary at $t=0$, with second derivatives $2(\gamma_1+\gamma_2-3\gamma_3^2/\gamma_2)$ and $2(\gamma_1-\gamma_2+3\gamma_3^2/\gamma_2)$. Neither value depends on $\kappa$, $u$ or $v$.
- `heavy_curvature_sign`: the heavy-hole second derivative is negative if and only if $\gamma_2(\gamma_1+\gamma_2)<3\gamma_3^2$, and positive if and only if $3\gamma_3^2<\gamma_2(\gamma_1+\gamma_2)$.
- `heavy_curvature_in_plane`: the case $\mathbf k=(1,t,0)$, stated for the explicit function $E(t)=\gamma_1(1+t^2)-2\sqrt{\gamma_2^2(1+t^2)^2+3(\gamma_3^2-\gamma_2^2)t^2}$, with the curvature and the criterion for its negativity.
- `heavy_local_extremum`: under the first inequality $t=0$ is a local maximum of the heavy-hole energy along the line, and under the second a local minimum. `IsLocalMax` means $E_{\rm hh}(t)\le E_{\rm hh}(0)$ for all $t$ near $0$; the inequality is not strict, the neighbourhood is asserted for each line separately, and the case $3\gamma_3^2=\gamma_2(\gamma_1+\gamma_2)$ is left open.
- `heavy_local_max_numeric`: for $(\gamma_1,\gamma_2,\gamma_3)=(6.98,\,2.06,\,2.93)$ values of the size used for GaAs, the local maximum occurs on every such line.

## Luttinger parameters and the transverse mass

The energies are hole energies, counted positive downward from the top of the valence band of a cubic semiconductor. They are the two doubly degenerate eigenvalues of the $4\times4$ Luttinger Hamiltonian, but here they enter as definitions: the matrix does not appear and its diagonalisation is assumed. The model is the bulk four-band one, quadratic in $\mathbf k$, without the split-off band, strain, confinement or terms linear in $\mathbf k$.

The parameter $\gamma_1$ is the isotropic inverse mass common to both bands, in units of $1/m_0$. On a cube axis $D=\gamma_2^2k^4$, and on a body diagonal $D=\gamma_3^2k^4$, so $\gamma_2$ and $\gamma_3$ set the heavy–light splitting in these two directions, and $\gamma_3^2-\gamma_2^2$ measures the warping. The hypotheses $\gamma_2>0$ and $\kappa\neq0$ give $\sqrt D=\gamma_2\kappa^2>0$ at $t=0$: the bands are separated there by the gap $4\gamma_2\kappa^2$, and the heavy band has energy $(\gamma_1-2\gamma_2)\kappa^2$. At $\kappa=0$ the bands touch and the formula fails in general; along $(0,t,0)$, for instance, $E_{\rm hh}=(\gamma_1-2\gamma_2)t^2$.

Restoring the factor $\hbar^2/2m_0$ and defining a transverse mass $m_\perp$ by setting $\hbar^2/m_\perp$ equal to the second derivative gives

$$\frac{m_0}{m_\perp}=\gamma_1+\gamma_2-\frac{3\gamma_3^2}{\gamma_2}.$$

Within this bulk four-band model, a heavy hole with wavevector on a cube axis therefore has a negative mass for sideways motion when $3\gamma_3^2>\gamma_2(\gamma_1+\gamma_2)$, even if its mass along the axis, $m_0/(\gamma_1-2\gamma_2)$, is positive. The theorems single out the $x$ axis and say nothing about wavevectors off it at $t=0$.

## The radicand on a transverse line

On the line, $k^2=\kappa^2+t^2(u^2+v^2)=\kappa^2+t^2$, and the warping sum is

$$\kappa^2t^2u^2+t^4u^2v^2+t^2v^2\kappa^2=\kappa^2t^2+u^2v^2t^4 .$$

Expanding $\gamma_2^2(\kappa^2+t^2)^2=\gamma_2^2(\kappa^4+2\kappa^2t^2+t^4)$ and collecting powers of $t$, the coefficient of $\kappa^2t^2$ is $2\gamma_2^2+3\gamma_3^2-3\gamma_2^2=3\gamma_3^2-\gamma_2^2$. Hence $D=a^2+bt^2+ct^4$ with

$$a=\gamma_2\kappa^2,\qquad b=(3\gamma_3^2-\gamma_2^2)\kappa^2,\qquad c=\gamma_2^2+3(\gamma_3^2-\gamma_2^2)u^2v^2 .$$

The direction $(u,v)$ enters only through $c$. This identity is `disc_transverse`. Its proof by `linear_combination` exhibits the difference of the two sides as an explicit polynomial times $u^2+v^2-1$, which vanishes by `huv`.

## Two derivatives of a square-root band

Both bands now have the form $F(t)=A+Bt^2+s\sqrt{p(t)}$ with $p(t)=a^2+bt^2+ct^4$, real constants $A,B,s,b,c$, and $a>0$. Since $p(0)=a^2>0$ and $p$ is continuous, $p$ is positive near $0$, and there

$$F'(t)=2Bt+s\,\frac{N(t)}{2\sqrt{p(t)}},\qquad N(t)=p'(t)=2bt+4ct^3 .$$

As $N(0)=0$, also $F'(0)=0$. For the second derivative at $0$ one needs $N'(0)=2b$, the value $2\sqrt{p(0)}=2a$ of the denominator, and its derivative $N(0)/\sqrt{p(0)}=0$. The quotient rule gives

$$F''(0)=2B+s\,\frac{2b\cdot2a-0\cdot0}{(2a)^2}=2B+\frac{sb}{a},$$

in which $c$ has dropped out.

The theorem `sqrt_band_curvature` follows these steps. In it `hp` is $p'=N$, `hpos` is the positivity of $p$ near $0$ from continuity, `hd` is the formula for $F'$ wherever $p>0$, and `hs` is $\sqrt{p(0)}=a$, which uses $a\ge0$. The first `refine` splits `StationaryCurv` into its three clauses: it proves differentiability near $0$ at once from `hpos` and `hd`, and leaves two goals, $F'(0)=0$ and the second derivative. In the last, `hN` and `hD` are the derivatives $2b$ and $0$ of numerator and denominator, and `hG` applies the quotient rule to the explicit expression. The last line, with `congr_of_eventuallyEq`, transfers the result to `deriv F`, which agrees with that expression on the neighbourhood where $p>0$.

## From the curvature to its sign and the extremum

For the heavy band $A=\gamma_1\kappa^2$, $B=\gamma_1$, $s=-2$, so

$$E_{\rm hh}''(0)=2\gamma_1-\frac{2(3\gamma_3^2-\gamma_2^2)\kappa^2}{\gamma_2\kappa^2}=2\Big(\gamma_1+\gamma_2-\frac{3\gamma_3^2}{\gamma_2}\Big),$$

and $s=+2$ gives the light-hole value. In both Lean proofs `positivity` supplies $a=\gamma_2\kappa^2>0$ from `hg` and `hκ`, and the equation `e` is the cancellation of $\kappa^2$ displayed here.

The curvature is negative when $\gamma_1+\gamma_2<3\gamma_3^2/\gamma_2$, and multiplying by $\gamma_2>0$ preserves the inequality in both directions. These equivalences are `h1` and `h2` in `heavy_curvature_sign`, and `linarith` absorbs the factor $2$. For `heavy_curvature_in_plane`, setting $\kappa=1$, $u=1$, $v=0$ gives $k^2=1+t^2$ and a warping sum $t^2$; `hEq` identifies $E$ with the heavy band on that line, and the general theorems apply.

If $F'(0)=0$ and $F''(0)<0$, then $F'(t)/t<0$ for small $t\ne0$, so $F$ rises to the left of $0$ and falls to the right. Mathlib's `isLocalMax_of_deriv_deriv_neg` and `isLocalMin_of_deriv_deriv_pos` are this test and its mirror image, and they take the sign, the vanishing first derivative and continuity at $0$. In the numerical case `norm_num` checks $\gamma_2(\gamma_1+\gamma_2)=18.6224<25.7547=3\gamma_3^2$; the curvature formula then evaluates to about $-6.92$.

## The spherical limit and a finite-difference evaluation

What follows is ordinary algebra alongside the theorems and not part of the file. For $\gamma_3=\gamma_2$ the warping term vanishes, $\sqrt D=\gamma_2k^2$, and $E_{\rm hh}=(\gamma_1-2\gamma_2)(\kappa^2+t^2)$ has second derivative $2(\gamma_1-2\gamma_2)$. The general formula agrees, since $\gamma_1+\gamma_2-3\gamma_2=\gamma_1-2\gamma_2$, and the criterion reduces to $2\gamma_2>\gamma_1$. In this limit the transverse and longitudinal masses coincide, so a negative transverse mass beside a positive longitudinal one requires warping.

A program that diagonalises the bulk four-band Luttinger matrix can approximate the same number by computing the heavy-hole energy, with the sign and units used here, at $t=0$ and $t=\pm h$ for a small step $h$ and forming $[E_{\rm hh}(h)-2E_{\rm hh}(0)+E_{\rm hh}(-h)]/h^2$. Because $E_{\rm hh}$ is homogeneous of degree two in $\mathbf k$, this quotient depends on $h$ and $\kappa$ only through $h/\kappa$, so the finite-difference error is controlled by the ratio $h/\kappa$ and not by $h$ alone; in the spherical limit it vanishes for every step. As $h/\kappa\to0$ the quotient should approach $2(\gamma_1+\gamma_2-3\gamma_3^2/\gamma_2)$ for every $\kappa\neq0$ and every transverse direction, and the heavy and light curvatures should add up to $4\gamma_1$.
